# Top-left entries of powers of an N × N Jacobi matrix give the Obara–Saika values below order 2N

For a Gaussian $e^{-p(x-P)^2}$ with $p>0$ and a reference centre $A$, put $d=P-A$ and $c=1/(2p)$, and let $S_i$ be the average of $(x-A)^i$ over the Gaussian, so that $S_0=1$ and $S_{i+1}=d\,S_i+i\,c\,S_{i-1}$. For $N\ge 1$ let $J$ be the $N\times N$ tridiagonal matrix with diagonal $d$, superdiagonal $1$ and subdiagonal $c,2c,\dots,(N-1)c$, with rows and columns numbered from 0; the Lean file below compares $(J^i)_{00}$ with $S_i$ for $i\le 2N$.

```lean
import Mathlib

open Finset

namespace ObaraSaikaJacobi

variable {R : Type*} [CommRing R]

/-- The one-index Obara-Saika values `S_i`, started from `S_0 = 1` and `S_1 = d`.
For a Gaussian of exponent `p` centred at `P`, and powers of `x - A`, one takes
`d = P - A` and `c = 1/(2p)`. -/
def overlap (d c : R) : ℕ → R
  | 0 => 1
  | 1 => d
  | (i + 2) => d * overlap d c (i + 1) + ((i + 1 : ℕ) : R) * c * overlap d c i

/-- Entry in row `k` and column `l` of the tridiagonal array with diagonal `d`,
superdiagonal `1` and subdiagonal `c, 2c, 3c, ...`. -/
def entry (d c : R) (k l : ℕ) : R :=
  (if l = k then d else 0) + (if l = k + 1 then 1 else 0) + (if k = l + 1 then (k : R) * c else 0)

/-- The `N` by `N` Jacobi matrix with the entries `entry d c k l`, numbered from 0. -/
def jacobi (d c : R) (N : ℕ) : Matrix (Fin N) (Fin N) R :=
  Matrix.of fun k l => entry d c k l

/-- Candidate closed form for column `k` of the top row of the `i`-th power of the Jacobi matrix,
meant for `k < N` and `i + k ≤ 2N`: a binomial multiple of `S_(i-k)`, with a truncation correction
on the line `i + k = 2N`. -/
def rowEntry (d c : R) (N i k : ℕ) : R :=
  (i.choose k : R) * overlap d c (i - k) -
    if i + k = 2 * N then (N.descFactorial (N - k) : R) * c ^ (N - k) else 0

/-- The Obara-Saika recurrence `S_(i+1) = d S_i + i c S_(i-1)`; at `i = 0` the last term
is absent because of its factor `i`. -/
theorem overlap_succ (d c : R) (i : ℕ) :
    overlap d c (i + 1) = d * overlap d c i + (i : R) * c * overlap d c (i - 1) := by
  cases i <;> simp [overlap]

/-- The recurrence weighted with binomial coefficients, which couples neighbouring
columns `k` and `k + 1`. -/
theorem binomial_step (d c : R) (i k : ℕ) :
    (i.choose k : R) * overlap d c (i + 1 - k) =
      (i.choose k : R) * overlap d c (i - k) * d +
      (i.choose (k + 1) : R) * overlap d c (i - (k + 1)) * (((k + 1 : ℕ) : R) * c) := by
  rcases lt_or_ge i k with h | h
  · simp [Nat.choose_eq_zero_of_lt h, Nat.choose_eq_zero_of_lt (show i < k + 1 by omega)]
  · obtain ⟨r, rfl⟩ := Nat.exists_eq_add_of_le h
    have hc : ((k + r).choose (k + 1) : R) * ((k + 1 : ℕ) : R) = ((k + r).choose k : R) * r := by
      have h1 := Nat.choose_succ_right_eq (k + r) k
      rw [Nat.add_sub_cancel_left] at h1
      rw [← Nat.cast_mul, h1, Nat.cast_mul]
    rw [show k + r + 1 - k = r + 1 by omega, show k + r - k = r by omega,
      show k + r - (k + 1) = r - 1 by omega, overlap_succ]
    linear_combination (-(c * overlap d c (r - 1))) * hc

/-- A row vector times the `N` by `N` Jacobi matrix: column `k` receives contributions
only from `k`, `k - 1` and `k + 1`, as far as these lie in the matrix. -/
theorem row_step (d c : R) (f : ℕ → R) {N k : ℕ} (hk : k < N) :
    ∑ l ∈ range N, f l * entry d c l k =
      f k * d + (if k = 0 then 0 else f (k - 1)) +
      (if k + 1 < N then f (k + 1) * (((k + 1 : ℕ) : R) * c) else 0) := by
  rcases k with _ | m
  · simp [entry, mul_add, Finset.sum_add_distrib, hk]
  · have hm : m < N := by omega
    simp only [entry, mul_add, Finset.sum_add_distrib, mul_ite, mul_zero, mul_one,
      add_left_inj, Finset.sum_ite_eq, Finset.sum_ite_eq', Finset.mem_range, if_pos hk,
      if_pos hm, if_neg (Nat.succ_ne_zero m), Nat.add_sub_cancel]

/-- The closed form obeys the three-term row recurrence for `k < N` and `i + 1 + k ≤ 2N`. -/
theorem rowEntry_step (d c : R) {N i k : ℕ} (hk : k < N) (hi : i + 1 + k ≤ 2 * N) :
    rowEntry d c N (i + 1) k =
      rowEntry d c N i k * d + (if k = 0 then 0 else rowEntry d c N i (k - 1)) +
      rowEntry d c N i (k + 1) * (((k + 1 : ℕ) : R) * c) := by
  have h := binomial_step d c i k
  -- the truncation correction moves along the line i + k = 2N
  have hd : (if i + 1 + k = 2 * N then (N.descFactorial (N - k) : R) * c ^ (N - k) else 0) =
      (if i + (k + 1) = 2 * N then
        (N.descFactorial (N - (k + 1)) : R) * c ^ (N - (k + 1)) else 0) *
        (((k + 1 : ℕ) : R) * c) := by
    rw [show N - k = (N - (k + 1)) + 1 by omega, Nat.descFactorial_succ,
      show N - (N - (k + 1)) = k + 1 by omega, show i + (k + 1) = i + 1 + k by omega]
    split_ifs
    · rw [Nat.cast_mul]
      ring
    · simp
  have h0 : ¬ (i + k = 2 * N) := by omega
  rcases k with _ | m
  · unfold rowEntry
    rw [if_pos (rfl : (0 : ℕ) = 0), hd, if_neg h0]
    simp only [Nat.choose_zero_right] at h ⊢
    linear_combination h
  · have h1 : ¬ (i + m = 2 * N) := by omega
    have e : i + 1 - (m + 1) = i - m := by omega
    unfold rowEntry
    rw [if_neg (Nat.succ_ne_zero m), hd, if_neg h0, show m + 1 - 1 = m from rfl, if_neg h1,
      Nat.choose_succ_succ', Nat.cast_add, e]
    rw [e] at h
    linear_combination h

/-- For `i ≤ N` the closed form vanishes in column `N`, the first one cut off. -/
theorem rowEntry_boundary (d c : R) {N i : ℕ} (hi : i ≤ N) : rowEntry d c N i N = 0 := by
  rcases Nat.lt_or_eq_of_le hi with h | h
  · rw [rowEntry, Nat.choose_eq_zero_of_lt h, if_neg (by omega)]
    simp
  · subst h
    simp [rowEntry, overlap, two_mul]

/-- The top row of the `i`-th power of the Jacobi matrix is given by the closed form in
every column `k` with `i + k ≤ 2N`. -/
theorem jacobi_pow_row (d c : R) {N : ℕ} (hN : 0 < N) (i : ℕ) :
    ∀ k : Fin N, i + (k : ℕ) ≤ 2 * N →
      (jacobi d c N ^ i) ⟨0, hN⟩ k = rowEntry d c N i k := by
  induction i with
  | zero =>
    rintro ⟨k, hk⟩ _
    have h0 : ¬ (0 + k = 2 * N) := by omega
    rw [pow_zero, Matrix.one_apply, rowEntry, if_neg h0]
    rcases k with _ | k <;> simp [overlap]
  | succ i ih =>
    intro k hi
    have hk := k.2
    rw [pow_succ, Matrix.mul_apply]
    calc ∑ l, (jacobi d c N ^ i) ⟨0, hN⟩ l * jacobi d c N l k
        = ∑ l : Fin N, rowEntry d c N i l * entry d c l k := by
          refine Finset.sum_congr rfl fun l _ => ?_
          change _ * entry d c l k = _
          by_cases hl : (l : ℕ) ≤ k + 1
          · rw [ih l (by omega)]
          · -- rows further down do not reach column k
            have hz : entry d c l k = 0 := by
              rw [entry, if_neg (by omega), if_neg (by omega), if_neg (by omega)]
              simp
            rw [hz, mul_zero, mul_zero]
      _ = ∑ l ∈ range N, rowEntry d c N i l * entry d c l k :=
          Fin.sum_univ_eq_sum_range (fun l => rowEntry d c N i l * entry d c l k) N
      _ = rowEntry d c N (i + 1) k := by
          rw [row_step d c (rowEntry d c N i) hk, rowEntry_step d c hk hi]
          by_cases h : (k : ℕ) + 1 < N
          · rw [if_pos h]
          · have hb : rowEntry d c N i ((k : ℕ) + 1) = 0 := by
              rw [show (k : ℕ) + 1 = N by omega]
              exact rowEntry_boundary d c (by omega)
            rw [if_neg h, hb, zero_mul]

/-- For `N ≥ 1` the top-left entry of the `i`-th power of the `N` by `N` Jacobi matrix is
the Obara-Saika value `S_i` for all `i < 2N`, and at `i = 2N` it is `S_(2N) - N! c^N`. -/
theorem jacobi_pow_top_left (d c : R) {N : ℕ} (hN : 0 < N) :
    (∀ i < 2 * N, (jacobi d c N ^ i) ⟨0, hN⟩ ⟨0, hN⟩ = overlap d c i) ∧
    (jacobi d c N ^ (2 * N)) ⟨0, hN⟩ ⟨0, hN⟩ =
      overlap d c (2 * N) - (N.factorial : R) * c ^ N := by
  constructor
  · intro i hi
    rw [jacobi_pow_row d c hN i ⟨0, hN⟩ (by simpa using hi.le)]
    simp [rowEntry, hi.ne]
  · rw [jacobi_pow_row d c hN (2 * N) ⟨0, hN⟩ (by simp)]
    simp [rowEntry, Nat.descFactorial_self]

/-- Over the reals, the `N` by `N` matrix with `N ≥ 1` reproduces `S_(2N)` as well
if and only if `c = 0`. -/
theorem exact_at_two_mul_iff (d c : ℝ) {N : ℕ} (hN : 0 < N) :
    (jacobi d c N ^ (2 * N)) ⟨0, hN⟩ ⟨0, hN⟩ = overlap d c (2 * N) ↔ c = 0 := by
  rw [(jacobi_pow_top_left d c hN).2, sub_eq_self, mul_eq_zero, pow_eq_zero_iff hN.ne']
  simp [Nat.factorial_ne_zero]

/-- Let the columns of `V` be eigenvectors of the Jacobi matrix with eigenvalues `x_k`, and
let `W` be the inverse of `V`. The quadrature with nodes `x_k` and weights `V_0k W_k0` gives
`S_i` for all `i < 2N`, and `S_(2N) - N! c^N` at `i = 2N`. -/
theorem quadrature (d c : R) {N : ℕ} (hN : 0 < N) (V W : Matrix (Fin N) (Fin N) R)
    (x : Fin N → R) (hVW : V * W = 1) (hJ : jacobi d c N * V = V * Matrix.diagonal x) :
    (∀ i < 2 * N, ∑ k, V ⟨0, hN⟩ k * W k ⟨0, hN⟩ * x k ^ i = overlap d c i) ∧
    ∑ k, V ⟨0, hN⟩ k * W k ⟨0, hN⟩ * x k ^ (2 * N) =
      overlap d c (2 * N) - (N.factorial : R) * c ^ N := by
  have hpow : ∀ i : ℕ, jacobi d c N ^ i * V = V * Matrix.diagonal (fun k => x k ^ i) := by
    intro i
    induction i with
    | zero => simp
    | succ i ih =>
      rw [pow_succ, mul_assoc, hJ, ← mul_assoc, ih, mul_assoc, Matrix.diagonal_mul_diagonal]
      simp only [pow_succ]
  -- the quadrature sum is the top-left entry of V x^i W
  have key : ∀ i : ℕ, ∑ k, V ⟨0, hN⟩ k * W k ⟨0, hN⟩ * x k ^ i =
      (jacobi d c N ^ i) ⟨0, hN⟩ ⟨0, hN⟩ := by
    intro i
    rw [← mul_one (jacobi d c N ^ i), ← hVW, ← mul_assoc, hpow, Matrix.mul_apply]
    refine Finset.sum_congr rfl fun k _ => ?_
    rw [Matrix.mul_diagonal]
    ring
  simp only [key]
  exact jacobi_pow_top_left d c hN

/-- The two-point case with `c = s²` and `s ≠ 0`: the nodes `d + s` and `d - s`, with explicit
matrices `V` and `W`, meet the hypotheses of the quadrature theorem. -/
theorem quadrature_witness (d s : ℝ) (hs : s ≠ 0) :
    !![1, 1; s, -s] * !![1 / 2, 1 / (2 * s); 1 / 2, -(1 / (2 * s))] =
      (1 : Matrix (Fin 2) (Fin 2) ℝ) ∧
    jacobi d (s ^ 2) 2 * !![1, 1; s, -s] =
      !![1, 1; s, -s] * Matrix.diagonal ![d + s, d - s] := by
  constructor
  · have h1 : s * (s⁻¹ * 2⁻¹) = 1 / 2 := by
      rw [← mul_assoc, mul_inv_cancel₀ hs]
      norm_num
    rw [Matrix.mul_fin_two, Matrix.one_fin_two]
    congr 1
    ext i j
    fin_cases i <;> fin_cases j <;> simp <;> linarith
  · have hJ : jacobi d (s ^ 2) 2 = !![d, 1; s ^ 2, d] := by
      ext i j
      fin_cases i <;> fin_cases j <;> simp [jacobi, entry]
    have hD : Matrix.diagonal ![d + s, d - s] = !![d + s, 0; 0, d - s] := by
      ext i j
      fin_cases i <;> fin_cases j <;> simp
    rw [hJ, hD, Matrix.mul_fin_two, Matrix.mul_fin_two]
    ext i j
    fin_cases i <;> fin_cases j <;> simp <;> ring

end ObaraSaikaJacobi
```

```lean
#print axioms ObaraSaikaJacobi.jacobi_pow_top_left
-- 'ObaraSaikaJacobi.jacobi_pow_top_left' depends on axioms: [propext, Classical.choice, Quot.sound]
#print axioms ObaraSaikaJacobi.exact_at_two_mul_iff
-- 'ObaraSaikaJacobi.exact_at_two_mul_iff' depends on axioms: [propext, Classical.choice, Quot.sound]
#print axioms ObaraSaikaJacobi.quadrature
-- 'ObaraSaikaJacobi.quadrature' depends on axioms: [propext, Classical.choice, Quot.sound]
```

## From Gaussian integrals to a matrix

In electronic structure, $S_i$ is a one-dimensional overlap factor between a Gaussian carrying the power $(x-A)^i$ and an s-type Gaussian, divided by the overlap with $i=0$. Here $p$ is the sum of the two exponents and $P$ the centre of the product. The name `overlap` therefore stands for a ratio, and the usual prefactor must be restored to obtain the integral.

The recurrence follows from writing $x-A=d+(x-P)$ and using

$$(x-P)\,e^{-p(x-P)^2}=-\frac{1}{2p}\frac{d}{dx}e^{-p(x-P)^2}.$$

Integration by parts moves the derivative onto $(x-A)^i$ and gives the term $i\,c\,S_{i-1}$. This is the step that links the Lean model to the integrals: in the file, `overlap` is defined by the recurrence, and no integral appears.

The parameters `d` and `c` lie in an arbitrary commutative ring `R`, so neither positivity nor reality is assumed. The matrix `jacobi d c N` has its indices in `Fin N`, and `⟨0, hN⟩` is the index 0, which exists because `hN` says $N>0$. Textbook Jacobi matrices are usually symmetric; this one in general is not, since it carries $1$ above the diagonal and $kc$ below it. For real $d$ and $c>0$, a similarity transformation with a diagonal matrix makes it symmetric, with $\sqrt{kc}$ in both places. It can then be diagonalised over the reals, as the quadrature theorem below assumes; the file does not prove this.

## What the theorems say

The main theorem, `jacobi_pow_top_left`, states that

$$(J^i)_{00}=S_i\quad(i<2N),\qquad (J^{2N})_{00}=S_{2N}-N!\,c^N.$$

Nothing is stated for $i>2N$. Over the reals, `exact_at_two_mul_iff` adds that order $2N$ is also reproduced exactly if and only if $c=0$. For a Gaussian this is the limit $p\to\infty$ of a sharp peak, where $S_i=d^i$; at finite $p$ the matrix value is too small by $N!\,c^N$.

The theorem `quadrature` assumes a diagonalisation $JV=VX$, with $X$ the diagonal matrix of the $x_k$ and $VW=1$. For the Gaussian, the nodes $x_k$ are values of $x-A$, so the corresponding points on the axis are $A+x_k$. The nodes and the weights $w_k=V_{0k}W_{k0}$ satisfy

$$\sum_k w_k x_k^i=S_i\quad(i<2N),$$

with the same defect at $i=2N$. The eigenvectors need no normalisation, because rescaling a column of $V$ is compensated in $W$; the weights sum to 1 by the case $i=0$. For these one-dimensional factors with a power on one centre only, $N$ points thus suffice up to the power $2N-1$, given the diagonalisation.

## The top row of each power

Write $r_i(k)=(J^i)_{0k}$. Since $J^{i+1}=J^iJ$, reading off column $k$ of $J$ gives

$$r_{i+1}(k)=d\,r_i(k)+r_i(k-1)+(k+1)c\,r_i(k+1),$$

where terms with a column outside $0,\dots,N-1$ are absent. This is `row_step`.

Without truncation, the solution is $b_i(k)=\binom ik S_{i-k}$, taken as zero for $k>i$. To check it for $k\le i$, split $\binom{i+1}{k}=\binom{i}{k-1}+\binom ik$, the first term being absent at $k=0$. The first part gives $b_i(k-1)$. In the second, the recurrence for $S_{i-k+1}$ gives

$$\binom ik S_{i-k+1}=d\binom ik S_{i-k}+(i-k)\binom ik c\,S_{i-k-1},$$

and $(i-k)\binom ik=(k+1)\binom i{k+1}$ turns the last term into $(k+1)c\,b_i(k+1)$. At $k=i+1$ both sides of the row recurrence are 1, and beyond that both vanish. The lemma `binomial_step` proves the second part.

The finite matrix lacks column $N$. For $k\le N$ and $i+k\le 2N$ the effect of this truncation is captured by

$$q_i(k)=b_i(k)-e_i(k),\qquad e_i(k)=\begin{cases}\dfrac{N!}{k!}c^{N-k}, & i+k=2N,\\ 0, & i+k<2N.\end{cases}$$

This is `rowEntry`, where `N.descFactorial (N - k)` is $N!/k!$ for $k\le N$. If $k<N$ and $i+1+k\le 2N$, then $e_i(k)$ and $e_i(k-1)$ vanish, while

$$e_{i+1}(k)=(k+1)c\,e_i(k+1).$$

So $q$ obeys the same recurrence as $b$, which is `rowEntry_step`; there the correction is first rewritten with this identity, and `linear_combination` then closes the goal with `binomial_step`.

At $k=N-1$ this recurrence contains $q_i(N)$, which the matrix does not supply. The range condition then forces $i\le N$, and `rowEntry_boundary` shows that the term is zero: for $i<N$ both parts vanish, and for $i=N$ they are $1-1$.

The lemma `jacobi_pow_row` now proves $r_i(k)=q_i(k)$ by induction on $i$. It starts from the top row of the identity matrix. The step to $(i+1,k)$ uses row $i$ only up to column $k+1$, which stays in the permitted range. Setting $k=0$ gives the main theorem, with $e_{2N}(0)=N!\,c^N$. Over the reals $N!\ne0$, so the defect vanishes exactly when $c=0$.

For the quadrature, induction gives $J^iV=VX^i$. Multiplying by $W$ on the right yields $J^i=VX^iW$, whose top-left entry is the weighted sum.

## One point and two points

For $N=1$ the matrix is the single number $d$. It gives $S_0=1$ and $S_1=d$, while $d^2=S_2-c$.

For $N=2$ take $d=1$ and $c=4$, that is $p=1/8$. The recurrence gives $S_0,\dots,S_4=1,1,5,13,73$, and

$$J=\begin{pmatrix}1&1\\4&1\end{pmatrix},\qquad J^2=\begin{pmatrix}5&2\\8&5\end{pmatrix}.$$

The top-left entries of $J^0,\dots,J^4$ are $1,1,5,13,41$, and indeed $41=73-2!\cdot4^2$.

The matrices in `quadrature_witness`, with $c=s^2$ and $s\ne0$, satisfy the hypotheses of `quadrature` with nodes $d\pm s$ and weights $1/2$. Here $s=2$, the nodes are $3$ and $-1$, and $(3^4+(-1)^4)/2=41$ again.
